# For continuous energies, limits of global KIPZ minimisers at vanishing positive coupling are KI minimisers with the least Perdew-Zunger term

## Orbitals, energies and the coupling g

Let x denote a set of orbitals, E(x) its KI (Koopmans-integral) energy, and P(x) its Perdew-Zunger term: minus the sum, over filled orbitals, of the Hartree and exchange-correlation energy of each orbital density. Screening coefficients, if used, are held fixed, and each term of this sum is multiplied by the coefficient of its orbital. For a real coupling g, put

K_g(x) = E(x) + g P(x).

In the literature the name KIPZ usually means g = 1. Here it is used for every g, and the interest is in g tending to 0 through positive values.

The physical problem is an ambiguity. At integer occupations the KI energy doesn't change when the filled orbitals are rotated among themselves, so minimising E leaves the individual orbitals undetermined. The KI orbital energies do depend on that choice. A small Perdew-Zunger term can break the tie. If the KIPZ orbitals converge when the term is switched off, their limit can be used to define the KI orbitals.

"Minimiser" always means global minimiser. Call x *selected* if it minimises E and P(x) ≤ P(y) for every minimiser y of E. The least Perdew-Zunger term is thus the lowest value of P, sign included, and not the smallest in magnitude.

## The selection rule and the size of the KI error

Let E and P be continuous, let the couplings g_n > 0 tend to 0, let o_n minimise K_{g_n}, and let o_n tend to x. Then x is selected:

E(x) ≤ E(y) for all y,

P(x) ≤ P(y) for all minimisers y of E.

Moreover, the KI energy error vanishes faster than the coupling:

(E(o_n) − E(x)) / g_n → 0.

## Small-coupling runs and two-stage minimisation

In Koopmans-corrected electronic-structure calculations, KI orbitals can be produced by running KIPZ at a small coupling. At a fixed g > 0 the result need not minimise E, so it can only be read as an approximation to a KI minimiser with the least Perdew-Zunger term. The selection rule supports that reading when the energies are continuous and the runs reach global minima that converge as g tends to 0.

A second route minimises E first and then minimises P over rotations of the filled orbitals. If E is invariant under these rotations, a selected x has the least P among its own rotations. Under the same invariance, the second route reaches a selected point whenever all minimisers of E are rotations of one another, as when the KI ground state is unique up to rotation.

The error estimate gives a consistency check on a series of runs with decreasing g: the KI energy differences from the limit, divided by g, should tend to zero.

## From the minimum inequality to the limit

**Comparison at fixed coupling.** Let g > 0, let o minimise K_g, and let y minimise E. Then

E(o) + g P(o) ≤ E(y) + g P(y),

E(y) ≤ E(o).

Adding the two and cancelling the energies gives g P(o) ≤ g P(y). Division by g > 0 gives P(o) ≤ P(y).

**The limit minimises E.** For any y,

E(o_n) + g_n P(o_n) ≤ E(y) + g_n P(y).

By continuity E(o_n) → E(x) and P(o_n) → P(x). Since g_n → 0, both products with g_n vanish in the limit, which leaves E(x) ≤ E(y).

**The limit has the least P.** If y minimises E, the comparison gives P(o_n) ≤ P(y) for every n. The limit is P(x) ≤ P(y).

**The error.** Since x minimises E, E(o_n) − E(x) ≥ 0. Testing the minimality of o_n against x gives

E(o_n) − E(x) ≤ g_n (P(x) − P(o_n)).

Hence

0 ≤ (E(o_n) − E(x)) / g_n ≤ P(x) − P(o_n) → 0.

**Convergence from compactness.** Suppose the orbital space is compact and no point other than x is selected. In a metric space, if o_n did not tend to x, some subsequence would stay a fixed distance away from x. A further subsequence would converge to some y ≠ x. By the selection rule y is selected, so y = x, a contradiction.

**Rotations.** If E(u·y) = E(y) for every rotation u and all orbitals y, and x is selected, then u·x also minimises E. Therefore P(x) ≤ P(u·x).

## Two wells: a selected point that the minimisers never approach

A selected point need not be a limit of KIPZ minimisers. On the real line take

E(x) = x²(x − 1)²,  P(x) = x²(x − 1).

E is nonnegative and vanishes exactly at 0 and 1. P vanishes at both, so 0 is selected. The corrected energy factorises as

K_g(x) = x²(x − 1)(x − 1 + g).

For 0 < g < 1 it is nonnegative for x ≤ 1 − g and for x ≥ 1. At the midpoint of the remaining interval

K_g(1 − g/2) = −((1 − g/2)(g/2))² < 0.

The continuous function K_g attains a minimum on [1 − g, 1]. That minimum is negative, hence global, and every global minimiser lies strictly between 1 − g and 1. As g → 0 the minimisers approach 1, never 0.

For numbers, set the derivative of K_g to zero and divide by x ≠ 0:

4x² − 3(2 − g)x + 2(1 − g) = 0.

At g = 8/35 ≈ 0.229 the roots are 9/10 and 3/7. Only 9/10 lies between 1 − g = 27/35 and 1, so o = 0.9 is the minimiser. There

E(o) = 0.81 · 0.01 = 0.0081,

P(o) = −0.81 · 0.1 = −0.081,

E(o)/g = 0.0081 · 35/8 ≈ 0.0354.

With limit point 1, where E = P = 0, the bound on the scaled error is 0 − P(o) = 0.081, and 0.0354 respects it. At g = 49/2425 ≈ 0.0202 the minimiser is o = 0.99. The scaled error falls to about 0.00485, below the bound 0.009801.

The point 0 remains a local minimum of K_g for every 0 < g < 1. A local optimiser started nearby can stay there and report K_g = 0, although lower values exist near 1.

## The Lean source

```lean
import Mathlib

open Filter Topology

namespace KoopmansLimit

noncomputable section

variable {X ι : Type*}

/-- The KIPZ energy at coupling `g`: the KI energy `E` plus `g` times the
Perdew-Zunger term `P`. -/
def kipz (E P : X → ℝ) (g : ℝ) (x : X) : ℝ := E x + g * P x

/-- The orbitals `x` minimise the energy `F` globally. -/
def IsMinimiser (F : X → ℝ) (x : X) : Prop := ∀ y, F x ≤ F y

/-- The orbitals `x` minimise the KI energy `E`, and among all minimisers of `E`
they have the least Perdew-Zunger term `P`. -/
def IsPZSelected (E P : X → ℝ) (x : X) : Prop :=
  IsMinimiser E x ∧ ∀ y, IsMinimiser E y → P x ≤ P y

/-- At any positive coupling, a KIPZ minimiser has a Perdew-Zunger term no larger
than that of any KI minimiser. -/
theorem pz_le_of_minimisers {E P : X → ℝ} {g : ℝ} {x y : X} (hg : 0 < g)
    (hx : IsMinimiser (kipz E P g) x) (hy : IsMinimiser E y) : P x ≤ P y := by
  have h1 : E x + g * P x ≤ E y + g * P y := hx y
  have h2 : E y ≤ E x := hy x
  have h3 : g * P x ≤ g * P y := by linarith
  exact le_of_mul_le_mul_left h3 hg

/-- Let `E` and `P` be continuous and let positive couplings tend to zero. If global
KIPZ minimisers at these couplings converge to `x`, then `x` minimises the KI energy
and has the least Perdew-Zunger term among all KI minimisers. -/
theorem limit_isPZSelected [TopologicalSpace X] {l : Filter ι} [l.NeBot]
    {E P : X → ℝ} (hE : Continuous E) (hP : Continuous P)
    {g : ι → ℝ} {o : ι → X} {x : X} (hg : ∀ n, 0 < g n)
    (hg0 : Tendsto g l (𝓝 0)) (hmin : ∀ n, IsMinimiser (kipz E P (g n)) (o n))
    (hx : Tendsto o l (𝓝 x)) : IsPZSelected E P x := by
  have hEo : Tendsto (fun n => E (o n)) l (𝓝 (E x)) := (hE.tendsto x).comp hx
  have hPo : Tendsto (fun n => P (o n)) l (𝓝 (P x)) := (hP.tendsto x).comp hx
  constructor
  · -- the coupling disappears from the minimum inequality in the limit
    intro y
    have h1 : Tendsto (fun n => E (o n) + g n * P (o n)) l (𝓝 (E x + 0 * P x)) :=
      hEo.add (hg0.mul hPo)
    have h2 : Tendsto (fun n => E y + g n * P y) l (𝓝 (E y + 0 * P y)) :=
      tendsto_const_nhds.add (hg0.mul tendsto_const_nhds)
    have h := le_of_tendsto_of_tendsto' h1 h2 (fun n => hmin n y)
    linarith
  · -- the bound on the Perdew-Zunger term holds at every coupling
    intro y hy
    exact le_of_tendsto' hPo (fun n => pz_le_of_minimisers (hg n) (hmin n) hy)

/-- Let `E` and `P` be continuous and let positive couplings tend to zero. If global KIPZ minimisers
at these couplings converge to `x`, then their KI energy error relative to `x`, divided by the
coupling, tends to zero. -/
theorem energy_error_div_coupling [TopologicalSpace X] {l : Filter ι} [l.NeBot]
    {E P : X → ℝ} (hE : Continuous E) (hP : Continuous P)
    {g : ι → ℝ} {o : ι → X} {x : X} (hg : ∀ n, 0 < g n)
    (hg0 : Tendsto g l (𝓝 0)) (hmin : ∀ n, IsMinimiser (kipz E P (g n)) (o n))
    (hx : Tendsto o l (𝓝 x)) :
    Tendsto (fun n => (E (o n) - E x) / g n) l (𝓝 0) := by
  have hsel := limit_isPZSelected hE hP hg hg0 hmin hx
  have hPo : Tendsto (fun n => P (o n)) l (𝓝 (P x)) := (hP.tendsto x).comp hx
  have hd : Tendsto (fun n => P x - P (o n)) l (𝓝 (P x - P x)) :=
    tendsto_const_nhds.sub hPo
  rw [sub_self] at hd
  -- the scaled error lies between zero and the remaining gap in P
  refine squeeze_zero (fun n => ?_) (fun n => ?_) hd
  · exact div_nonneg (sub_nonneg.2 (hsel.1 (o n))) (hg n).le
  · have h : E (o n) + g n * P (o n) ≤ E x + g n * P x := hmin n x
    rw [div_le_iff₀ (hg n)]
    linarith

/-- On a compact orbital space with continuous `E` and `P`, suppose no orbitals other
than `x` are selected by the Perdew-Zunger term. Then global KIPZ minimisers converge
to `x` as the positive couplings tend to zero. -/
theorem tendsto_of_unique_selected [TopologicalSpace X] [CompactSpace X]
    {l : Filter ι} {E P : X → ℝ} (hE : Continuous E) (hP : Continuous P)
    {g : ι → ℝ} {o : ι → X} {x : X} (hg : ∀ n, 0 < g n)
    (hg0 : Tendsto g l (𝓝 0)) (hmin : ∀ n, IsMinimiser (kipz E P (g n)) (o n))
    (huniq : ∀ y, IsPZSelected E P y → y = x) : Tendsto o l (𝓝 x) := by
  rw [tendsto_iff_ultrafilter]
  intro u hu
  -- compactness supplies a limit along each ultrafilter, and it must be x
  obtain ⟨y, -, hy⟩ := (isCompact_univ : IsCompact (Set.univ : Set X)).ultrafilter_le_nhds
    (u.map o) (by simp)
  have hy' : Tendsto o u (𝓝 y) := hy
  have hsel := limit_isPZSelected hE hP hg (hg0.mono_left hu) hmin hy'
  rwa [huniq y hsel] at hy'

/-- If the KI energy is invariant under a family `G` of orbital rotations, selected
orbitals have the least Perdew-Zunger term among all their rotations by `G`. -/
theorem selected_le_rotation {G : Type*} [SMul G X] {E P : X → ℝ} {x : X}
    (hinv : ∀ (u : G) (y : X), E (u • y) = E y) (hx : IsPZSelected E P x) (u : G) :
    P x ≤ P (u • x) := by
  apply hx.2
  intro y
  rw [hinv]
  exact hx.1 y

/-- A model energy on the line with two degenerate minima, at 0 and 1. -/
def wellE (x : ℝ) : ℝ := x ^ 2 * (x - 1) ^ 2

/-- A model correction on the line that vanishes at 0 and 1. -/
def wellP (x : ℝ) : ℝ := x ^ 2 * (x - 1)

/-- In the two-well model the point 0 minimises the energy and has the least
correction among all minimisers. -/
theorem well_zero_selected : IsPZSelected wellE wellP 0 := by
  constructor
  · intro y
    have h : 0 ≤ y ^ 2 * (y - 1) ^ 2 := by positivity
    simpa [wellE] using h
  · intro y hy
    have h : y ^ 2 * (y - 1) ^ 2 ≤ (0 : ℝ) ^ 2 * (0 - 1) ^ 2 := hy 0
    have h0 : (y * (y - 1)) ^ 2 = 0 :=
      le_antisymm (by linarith [mul_pow y (y - 1) 2]) (sq_nonneg _)
    have h1 : y * (y - 1) = 0 := pow_eq_zero_iff (two_ne_zero) |>.1 h0
    have h2 : wellP y = 0 := by
      unfold wellP
      linear_combination y * h1
    rw [h2]
    simp [wellP]

/-- In the two-well model with coupling `0 < g < 1`, global minimisers of the corrected
energy exist, and all of them lie strictly between `1 - g` and 1. -/
theorem well_minimisers_near_one {g : ℝ} (hg : 0 < g) (hg1 : g < 1) :
    (∃ x, IsMinimiser (kipz wellE wellP g) x) ∧
      ∀ x, IsMinimiser (kipz wellE wellP g) x → 1 - g < x ∧ x < 1 := by
  have form : ∀ x, kipz wellE wellP g x = x ^ 2 * ((x - 1) * (x - 1 + g)) := by
    intro x
    unfold kipz wellE wellP
    ring
  -- the corrected energy is negative at the midpoint of the interval
  have mid : kipz wellE wellP g (1 - g / 2) < 0 := by
    have hp : 0 < (1 - g / 2) * (g / 2) := mul_pos (by linarith) (by linarith)
    have he : kipz wellE wellP g (1 - g / 2) = -((1 - g / 2) * (g / 2)) ^ 2 := by
      rw [form]
      ring
    rw [he]
    linarith [pow_pos hp 2]
  -- and nonnegative outside it
  have out : ∀ y, y ≤ 1 - g ∨ 1 ≤ y → 0 ≤ kipz wellE wellP g y := by
    intro y hy
    rw [form]
    apply mul_nonneg (sq_nonneg _)
    rcases hy with h | h
    · have hp : 0 ≤ (1 - y) * (1 - g - y) := mul_nonneg (by linarith) (by linarith)
      linarith [show (1 - y) * (1 - g - y) = (y - 1) * (y - 1 + g) by ring]
    · exact mul_nonneg (by linarith) (by linarith)
  constructor
  · have hc : Continuous (kipz wellE wellP g) := by
      rw [funext form]
      fun_prop
    obtain ⟨m, -, hm⟩ := (isCompact_Icc : IsCompact (Set.Icc (1 - g) 1)).exists_isMinOn
      ⟨1, by linarith, le_refl 1⟩ hc.continuousOn
    have hmin := isMinOn_iff.1 hm
    have hneg := hmin (1 - g / 2) ⟨by linarith, by linarith⟩
    refine ⟨m, fun y => ?_⟩
    rcases le_total y (1 - g) with h | h
    · linarith [out y (Or.inl h)]
    · rcases le_total y 1 with h' | h'
      · exact hmin y ⟨h, h'⟩
      · linarith [out y (Or.inr h')]
  · intro x hx
    have h := hx (1 - g / 2)
    constructor
    · by_contra hcon
      linarith [out x (Or.inl (not_lt.1 hcon))]
    · by_contra hcon
      linarith [out x (Or.inr (not_lt.1 hcon))]

end

end KoopmansLimit
```

```lean
#print axioms KoopmansLimit.limit_isPZSelected
-- 'KoopmansLimit.limit_isPZSelected' depends on axioms: [propext, Classical.choice, Quot.sound]
#print axioms KoopmansLimit.energy_error_div_coupling
-- 'KoopmansLimit.energy_error_div_coupling' depends on axioms: [propext, Classical.choice, Quot.sound]
#print axioms KoopmansLimit.well_zero_selected
-- 'KoopmansLimit.well_zero_selected' depends on axioms: [propext, Classical.choice, Quot.sound]
#print axioms KoopmansLimit.well_minimisers_near_one
-- 'KoopmansLimit.well_minimisers_near_one' depends on axioms: [propext, Classical.choice, Quot.sound]
```

## How the Lean statements encode the orbitals

The type `X` is the space of orbital sets, and `E` and `P` are arbitrary real functions on it. `kipz E P g` is K_g, `IsMinimiser` is global minimality, and `IsPZSelected` is selection as defined above.

In `limit_isPZSelected`, `X` carries any topology; a metric space is a special case. The index n runs over a type `ι` with a filter `l`, which says in what sense n goes to its limit. For sequences, `ι` is the natural numbers and `l` is `atTop`; other filters describe a continuously varied coupling. `l.NeBot` makes the filter nontrivial. The hypotheses `hg` and `hmin` require a positive coupling and a global minimiser at every index, while `hg0` and `hx` are the two convergence assumptions. `energy_error_div_coupling` has the same hypotheses.

`tendsto_of_unique_selected` replaces assumed convergence by compactness and `huniq`, which says that every selected point equals `x`. In `selected_le_rotation`, `G` needs only an action symbol `u • x` and invariance of `E`; no group laws are used. The last two theorems concern the two-well model.

## Which inequality each proof uses

`pz_le_of_minimisers` is the comparison at fixed coupling: `linarith` combines the two minimum inequalities, and `le_of_mul_le_mul_left` cancels the positive coupling.

`limit_isPZSelected` first obtains the limits of E(o_n) and P(o_n) from continuity. For minimality of E, `le_of_tendsto_of_tendsto'` passes the inequality between the two corrected energies to the limit. For selection, `le_of_tendsto'` does the same with the comparison lemma.

`energy_error_div_coupling` calls the selection theorem for the lower bound, tests `o n` against `x` for the upper bound, and closes with `squeeze_zero`.

`tendsto_of_unique_selected` uses ultrafilters where the argument above used subsequences. Compactness gives a limit along each ultrafilter, the selection theorem shows that this limit is selected, and `huniq` identifies it with `x`.

`selected_le_rotation` shows that the rotated orbitals still minimise E and applies the definition of selection.

For the wells, `well_zero_selected` derives y(y − 1) = 0 for any minimiser y of E, and hence P(y) = 0. In `well_minimisers_near_one`, `form` is the factorisation, `mid` the negative midpoint value and `out` the sign outside the interval. Existence comes from `exists_isMinOn` on the closed interval.

## What a code must supply before using the result

The step from the Lean model to a calculation is the identification of `X`, `E` and `P` with a code's orbital space, KI energy and Perdew-Zunger term. Once that is made, the hypotheses still have to be justified.

- **Continuity.** It is assumed for both functions, and it has to be examined for the density functional and discretisation in use.
- **Global minima.** Self-consistency or a vanishing gradient doesn't establish `hmin`. The result says nothing about limits of merely stationary or locally minimal orbitals.
- **Convergence.** `limit_isPZSelected` assumes it. In a fixed finite basis, orthonormal orbital coefficients form a compact set, but E and P don't change with the phases of the orbitals, or with the order of filled orbitals that have the same spin and the same screening coefficient, so `huniq` generally fails for raw coefficients. Orbital sets that differ only in this way should be identified first, and symmetry may still leave several selected points.
- **Rate.** The scaled KI error tends to zero, but no rate is given for it or for the distance between o_n and x. A single run at small g therefore carries no error bar from these theorems.
